# With ħ = 1, each spin-1/2 component is Hermitian, squares to 1/4 and commutes with the same component at any site

The theorem concerns `n` spins-1/2, whose states are complex functions on the finitely many up/down configurations, normalised or not. The operator `spin a i` is half the Pauli matrix for direction `a`, acting at site `i`. For every pair of states, the theorem says that this operator can be moved from one side of the inner product to the other, that applying it twice multiplies a state by 1/4, and that it commutes with `spin a j`, the same component at any site `j`. The attempt proves the first claim by relabelling the sum over configurations with the spin at `i` flipped, and the other two by comparing amplitudes configuration by configuration.

In Lean, a first try:

```lean
import Mathlib

open Filter Topology ComplexConjugate

namespace SpinAlgebra

noncomputable section

/-- The three spin directions. -/
inductive Axis | x | y | z
  deriving DecidableEq

/-- There are finitely many spin directions. -/
instance : Fintype Axis := ⟨{.x, .y, .z}, fun a => by cases a <;> simp⟩

/-- Wavefunctions of `n` spins-1/2 in the `Sz` basis; `true` is spin up. -/
abbrev State (n : ℕ) := (Fin n → Bool) → ℂ

/-- The entries of the Pauli matrices. -/
def pauli : Axis → Bool → Bool → ℂ
  | .x, b, c => if b = c then 0 else 1
  | .y, b, c => if b = c then 0 else if b then -Complex.I else Complex.I
  | .z, b, c => if b = c then (if b then 1 else -1) else 0

/-- The configuration with the spin at site `i` turned over. -/
def flipAt {n : ℕ} (i : Fin n) (s : Fin n → Bool) : Fin n → Bool :=
  fun k => if k = i then !s k else s k

/-- The spin operator at site `i`: half a Pauli matrix acting on that site. -/
def spin {n : ℕ} (a : Axis) (i : Fin n) : State n →ₗ[ℂ] State n where
  toFun ψ s := 1 / 2 * (pauli a (s i) (s i) * ψ s + pauli a (s i) (!s i) * ψ (flipAt i s))
  map_add' ψ φ := by funext s; simp only [Pi.add_apply]; ring
  map_smul' c ψ := by
    funext s; simp only [Pi.smul_apply, smul_eq_mul, RingHom.id_apply]; ring

/-- The bra of `ψ`: it sends `φ` to the inner product of `ψ` and `φ`. -/
def bra {n : ℕ} (ψ : State n) : State n →ₗ[ℂ] ℂ where
  toFun φ := ∑ s, conj (ψ s) * φ s
  map_add' φ χ := by simp [mul_add, Finset.sum_add_distrib]
  map_smul' c φ := by simp [Finset.mul_sum, mul_left_comm]

/-- Spin components are Hermitian and square to 1/4, and equal components at any two
sites commute. -/
theorem spin_algebra {n : ℕ} (a : Axis) (i j : Fin n) (ψ φ : State n) :
    bra (spin a i ψ) φ = bra ψ (spin a i φ) ∧ spin a i (spin a i ψ) = (1 / 4 : ℂ) • ψ ∧
      spin a i (spin a j ψ) = spin a j (spin a i ψ) := by
  have ff : ∀ s, flipAt i (flipAt i s) = s := by
    intro s; funext l; by_cases h : l = i <;> simp [flipAt, h]
  have fs : ∀ s, flipAt i s i = !s i := by intro s; simp [flipAt]
  refine ⟨?_, ?_, ?_⟩
  · have hp : ∀ b c, conj (pauli a b c) = pauli a c b := by
      intro b c; cases a <;> cases b <;> cases c <;> simp [pauli]
    have h2 : conj (1 / 2 : ℂ) = 1 / 2 := by simp
    -- relabel the configurations by the spin flip
    have h := Equiv.sum_comp (Function.Involutive.toPerm (flipAt i) ff)
      (fun s => conj (ψ s) * (pauli a (s i) (!s i) * φ (flipAt i s)))
    simp only [Function.Involutive.coe_toPerm, ff, fs, Bool.not_not] at h
    simp only [bra, spin, LinearMap.coe_mk, AddHom.coe_mk, map_mul, map_add, hp, h2]
    rw [← sub_eq_zero, ← Finset.sum_sub_distrib] at h ⊢
    have h' := congrArg (fun z => (1 / 2 : ℂ) * z) h
    simp only [mul_zero, Finset.mul_sum] at h'
    refine Eq.trans (Finset.sum_congr rfl fun s _ => ?_) h'
    ring
  · have p1 : ∀ b, pauli a b b * pauli a b b + pauli a b (!b) * pauli a (!b) b = 1 := by
      intro b; cases a <;> cases b <;> simp [pauli]
    have p2 : ∀ b, pauli a b b * pauli a b (!b) + pauli a b (!b) * pauli a (!b) (!b) = 0 := by
      intro b; cases a <;> cases b <;> simp [pauli]
    funext s
    simp only [spin, LinearMap.coe_mk, AddHom.coe_mk, fs, ff, Bool.not_not, Pi.smul_apply,
      smul_eq_mul]
    linear_combination (1 / 4 * ψ s) * p1 (s i) + (1 / 4 * ψ (flipAt i s)) * p2 (s i)
  · by_cases hij : i = j
    · rw [hij]
    have h1 : ∀ s, flipAt i s j = s j := by intro s; simp [flipAt, Ne.symm hij]
    have h2 : ∀ s, flipAt j s i = s i := by intro s; simp [flipAt, hij]
    funext s
    have h3 : flipAt i (flipAt j s) = flipAt j (flipAt i s) := by
      funext k; simp only [flipAt]; split_ifs <;> rfl
    simp only [spin, LinearMap.coe_mk, AddHom.coe_mk, h1, h2, h3]
    ring

end

end SpinAlgebra
```

Lean reports:

```
Main.lean:53:42: error: unsolved goals
n : ℕ
a : Axis
i j : Fin n
ψ φ : State n
ff : ∀ (s : Fin n → Bool), flipAt i (flipAt i s) = s
fs : ∀ (s : Fin n → Bool), flipAt i s i = !s i
hp : ∀ (b c : Bool), (starRingEnd ℂ) (pauli a b c) = pauli a c b
⊢ (starRingEnd ℂ) 2 = 2
Main.lean:57:4: error: `simp` made no progress
```

What went wrong. Both errors are in the Hermiticity part. In `h2`, `simp` reduces the claim that 1/2 is its own complex conjugate to the same claim about 2, and cannot close that. The repair starts from `Complex.conj_ofReal`, which says that a real number cast to ℂ is fixed by conjugation. `push_cast` then turns the cast of the real 1/2 into the complex 1/2, which is what `h2` needs.

The second message says that `simp only` changed nothing in `h`. Its first step has to be `Function.Involutive.coe_toPerm`, which replaces the permutation by `flipAt i`; until then the other lemmas have nothing to rewrite. That lemma expects a proof of type `Function.Involutive (flipAt i)`, but `ff` has the written-out type `∀ s, flipAt i (flipAt i s) = s`. Lean unfolds the definition to accept `ff` when building the permutation, but `simp` does not unfold it when matching the lemma. The repair restates `ff` as `fi`, with the type `Function.Involutive (flipAt i)`, and builds the permutation from `fi`, so the lemma matches and the other rewrites can follow.

As a diff, the version that Lean accepts:

```diff
@@ -51,7 +51,11 @@
   · have hp : ∀ b c, conj (pauli a b c) = pauli a c b := by
       intro b c; cases a <;> cases b <;> cases c <;> simp [pauli]
-    have h2 : conj (1 / 2 : ℂ) = 1 / 2 := by simp
+    have h2 : conj (1 / 2 : ℂ) = 1 / 2 := by
+      have h := Complex.conj_ofReal (1 / 2)
+      push_cast at h
+      exact h
+    have fi : Function.Involutive (flipAt i) := ff
     -- relabel the configurations by the spin flip
-    have h := Equiv.sum_comp (Function.Involutive.toPerm (flipAt i) ff)
+    have h := Equiv.sum_comp (Function.Involutive.toPerm (flipAt i) fi)
       (fun s => conj (ψ s) * (pauli a (s i) (!s i) * φ (flipAt i s)))
     simp only [Function.Involutive.coe_toPerm, ff, fs, Bool.not_not] at h
```
